# Norms and termination of the tower of η-pairing states built on an empty reference state

On a lattice where each site can hold one pair of opposite-spin electrons, the η-pairing operator creates a pair in a superposition over all sites, with a sign attached to each site. Acting with it repeatedly on the empty lattice gives states with one, two, three pairs and so on, and one needs to know their norms and where the sequence stops.

```lean
import Mathlib

open Matrix
open scoped Nat InnerProductSpace

namespace EtaPairingTower

noncomputable section

variable {E : Type*} [NormedAddCommGroup E] [InnerProductSpace ℂ E] [FiniteDimensional ℂ E]

/-- The eta-pairing relations `[η, η†] = L - N` and `[N, η†] = 2 η†` between a pair
annihilator `η`, its adjoint `η†` and a number operator `N`, with a real parameter `L`. -/
structure EtaAlgebra (η N : Module.End ℂ E) (L : ℝ) : Prop where
  pair : η * LinearMap.adjoint η - LinearMap.adjoint η * η = (L : ℂ) • 1 - N
  number : N * LinearMap.adjoint η - LinearMap.adjoint η * N = (2 : ℂ) • LinearMap.adjoint η

/-- The vector `v` is annihilated by both the pair annihilator `η` and the number operator `N`. -/
structure PairVacuum (η N : Module.End ℂ E) (v : E) : Prop where
  lower : η v = 0
  empty : N v = 0

/-- The unnormalised state `(η†)^k v` with `k` pairs created on `v`. -/
def etaState (η : Module.End ℂ E) (v : E) (k : ℕ) : E :=
  ((LinearMap.adjoint η : Module.End ℂ E) ^ k) v

/-- Applying `η†` to the `k`-pair state gives the `(k+1)`-pair state. -/
theorem etaState_succ (η : Module.End ℂ E) (v : E) (k : ℕ) :
    etaState η v (k + 1) = LinearMap.adjoint η (etaState η v k) := by
  unfold etaState
  rw [pow_succ']
  rfl

variable {η N : Module.End ℂ E} {L : ℝ} {v : E}

/-- Given the eta-pairing relations and a pair vacuum `v`, the `k`-pair state satisfies
`N (η†)^k v = 2k (η†)^k v`. -/
theorem number_etaState (hA : EtaAlgebra η N L) (hv : PairVacuum η N v) (k : ℕ) :
    N (etaState η v k) = (2 * k : ℂ) • etaState η v k := by
  induction k with
  | zero => simp [etaState, hv.empty]
  | succ k ih =>
    have h := LinearMap.congr_fun hA.number (etaState η v k)
    simp only [LinearMap.sub_apply, Module.End.mul_apply, LinearMap.smul_apply] at h
    rw [ih, map_smul] at h
    rw [etaState_succ]
    push_cast
    linear_combination (norm := module) h

/-- Given the eta-pairing relations and a pair vacuum `v`, removing a pair from the
`(k+1)`-pair state gives `(k+1)(L-k)` times the `k`-pair state. -/
theorem lower_etaState (hA : EtaAlgebra η N L) (hv : PairVacuum η N v) (k : ℕ) :
    η (etaState η v (k + 1)) = (((k : ℂ) + 1) * ((L : ℂ) - k)) • etaState η v k := by
  induction k with
  | zero =>
    have h := LinearMap.congr_fun hA.pair v
    simp only [LinearMap.sub_apply, Module.End.mul_apply, LinearMap.smul_apply,
      Module.End.one_apply, hv.lower, hv.empty, map_zero, sub_zero] at h
    simpa [etaState] using h
  | succ k ih =>
    -- commute `η` past the outermost `η†`
    have h := LinearMap.congr_fun hA.pair (etaState η v (k + 1))
    simp only [LinearMap.sub_apply, Module.End.mul_apply, LinearMap.smul_apply,
      Module.End.one_apply] at h
    rw [ih, map_smul, ← etaState_succ, ← etaState_succ, number_etaState hA hv] at h
    push_cast at h ⊢
    linear_combination (norm := module) h

/-- Given the eta-pairing relations and a pair vacuum `v`, adding a pair to the `k`-pair
state multiplies its squared norm by `(k+1)(L-k)`. -/
theorem norm_sq_etaState_succ (hA : EtaAlgebra η N L) (hv : PairVacuum η N v) (k : ℕ) :
    ‖etaState η v (k + 1)‖ ^ 2 = ((k : ℝ) + 1) * (L - k) * ‖etaState η v k‖ ^ 2 := by
  have hK : ∀ x : E, inner ℂ x x = ((‖x‖ ^ 2 : ℝ) : ℂ) := fun x =>
    (inner_self_eq_norm_sq_to_K x).trans (Complex.ofReal_pow ‖x‖ 2).symm
  -- move one `η†` to the other side of the inner product
  have h : inner ℂ (etaState η v (k + 1)) (etaState η v (k + 1)) =
      (((k : ℂ) + 1) * ((L : ℂ) - k)) * inner ℂ (etaState η v k) (etaState η v k) := by
    rw [← inner_smul_right, ← lower_etaState hA hv, ← LinearMap.adjoint_inner_left,
      ← etaState_succ]
  rw [hK, hK] at h
  exact_mod_cast h

/-- **Norms of the eta-pairing states.** Given the eta-pairing relations with natural `L` and a
normalised pair vacuum `v`, `‖(η†)^k v‖² = k! L! / (L-k)!` for `k ≤ L`, and
`(η†)^(L+1) v = 0`. -/
theorem eta_pairing_norm {L : ℕ} (hA : EtaAlgebra η N (L : ℝ)) (hv : PairVacuum η N v)
    (h1 : ‖v‖ = 1) :
    (∀ k ≤ L, ‖((LinearMap.adjoint η : Module.End ℂ E) ^ k) v‖ ^ 2 =
      (k ! : ℝ) * (L ! : ℝ) / ((L - k)! : ℝ)) ∧
    ((LinearMap.adjoint η : Module.End ℂ E) ^ (L + 1)) v = 0 := by
  change (∀ k ≤ L, ‖etaState η v k‖ ^ 2 = (k ! : ℝ) * (L ! : ℝ) / ((L - k)! : ℝ)) ∧
    etaState η v (L + 1) = 0
  constructor
  · intro k
    induction k with
    | zero =>
      intro _
      have h0 : (L ! : ℝ) ≠ 0 := by positivity
      simp [etaState, h1, h0]
    | succ k ih =>
      intro hk
      obtain ⟨m, hm⟩ := Nat.exists_eq_add_of_le hk
      have a : L - k = m + 1 := by omega
      have b : L - (k + 1) = m := by omega
      have c : (L : ℝ) = k + 1 + m := by exact_mod_cast hm
      have d : (L : ℝ) - k = m + 1 := by linarith
      have m0 : (m ! : ℝ) ≠ 0 := by positivity
      have m1 : (m : ℝ) + 1 ≠ 0 := by positivity
      rw [norm_sq_etaState_succ hA hv, ih (by omega), a, b, d, Nat.factorial_succ k,
        Nat.factorial_succ m]
      push_cast
      field_simp
  · -- the factor `L - k` vanishes at `k = L`
    have h := norm_sq_etaState_succ hA hv L
    rw [sub_self, mul_zero, zero_mul] at h
    exact norm_eq_zero.mp (pow_eq_zero_iff (two_ne_zero) |>.mp h)

/-- If the eta-pairing relations hold with a real `L` and there is a nonzero pair vacuum,
then `L` is a natural number. -/
theorem parameter_is_natural (hA : EtaAlgebra η N L) (hv : PairVacuum η N v) (h0 : v ≠ 0) :
    ∃ n : ℕ, L = n := by
  by_contra h
  -- otherwise no state of the tower vanishes
  have pos : ∀ k : ℕ, 0 < ‖etaState η v k‖ ^ 2 := by
    intro k
    induction k with
    | zero =>
      have hp : 0 < ‖v‖ := norm_pos_iff.mpr h0
      simpa [etaState] using pow_pos hp 2
    | succ k ih =>
      have ne : ‖etaState η v (k + 1)‖ ^ 2 ≠ 0 := by
        rw [norm_sq_etaState_succ hA hv]
        exact mul_ne_zero (mul_ne_zero (by positivity)
          (sub_ne_zero.mpr fun e => h ⟨k, e⟩)) ih.ne'
      exact lt_of_le_of_ne (sq_nonneg _) ne.symm
  -- but beyond `k > L` a squared norm would be negative
  obtain ⟨k, hk⟩ := exists_nat_gt L
  have h2 := pos (k + 1)
  rw [norm_sq_etaState_succ hA hv] at h2
  have h3 : ((k : ℝ) + 1) * (L - k) < 0 :=
    mul_neg_of_pos_of_neg (by positivity) (by linarith)
  linarith [mul_neg_of_neg_of_pos h3 (pos k)]

/-- Given the eta-pairing relations and a pair vacuum `v`, states with different numbers of
pairs are orthogonal. -/
theorem etaState_orthogonal (hA : EtaAlgebra η N L) (hv : PairVacuum η N v) {j k : ℕ}
    (hjk : j ≠ k) : inner ℂ (etaState η v j) (etaState η v k) = 0 := by
  have key : ∀ j m : ℕ, inner ℂ (etaState η v j) (etaState η v (j + m + 1)) = 0 := by
    intro j
    induction j with
    | zero =>
      intro m
      rw [etaState_succ, LinearMap.adjoint_inner_right]
      simp [etaState, hv.lower]
    | succ j ih =>
      intro m
      rw [etaState_succ η v j, LinearMap.adjoint_inner_left, lower_etaState hA hv,
        inner_smul_right, show j + 1 + m = j + m + 1 by omega, ih m, mul_zero]
  rcases lt_or_gt_of_ne hjk with h | h
  · obtain ⟨m, rfl⟩ := Nat.exists_eq_add_of_lt h
    exact key j m
  · obtain ⟨m, rfl⟩ := Nat.exists_eq_add_of_lt h
    rw [← inner_conj_symm, key k m, map_zero]

/-- Given the eta-pairing relations and a pair vacuum `v`, the `k`-pair state satisfies
`η† η (η†)^k v = k (L-k+1) (η†)^k v`. -/
theorem pair_correlation (hA : EtaAlgebra η N L) (hv : PairVacuum η N v) (k : ℕ) :
    LinearMap.adjoint η (η (etaState η v k)) =
      ((k : ℂ) * ((L : ℂ) - k + 1)) • etaState η v k := by
  cases k with
  | zero => simp [etaState, hv.lower]
  | succ k =>
    rw [lower_etaState hA hv, map_smul, ← etaState_succ]
    push_cast
    module

/-- The pair annihilator with signs `+1, -1` on two sites that are each empty or doubly
occupied, in the basis (both empty, first filled, second filled, both filled). -/
def twoSiteEta : Matrix (Fin 4) (Fin 4) ℂ :=
  !![0, 1, -1, 0; 0, 0, 0, -1; 0, 0, 0, 1; 0, 0, 0, 0]

/-- The electron number in the same two-site basis. -/
def twoSiteNumber : Matrix (Fin 4) (Fin 4) ℂ :=
  !![0, 0, 0, 0; 0, 2, 0, 0; 0, 0, 2, 0; 0, 0, 0, 4]

/-- The two-site matrices satisfy the eta-pairing relations with `L = 2`, and the state with
both sites empty is a normalised pair vacuum. -/
theorem twoSite_witness :
    EtaAlgebra (toEuclideanLin twoSiteEta) (toEuclideanLin twoSiteNumber) 2 ∧
    PairVacuum (toEuclideanLin twoSiteEta) (toEuclideanLin twoSiteNumber)
      (EuclideanSpace.single (0 : Fin 4) (1 : ℂ)) ∧
    ‖EuclideanSpace.single (0 : Fin 4) (1 : ℂ)‖ = 1 := by
  have key : ∀ (M : Matrix (Fin 4) (Fin 4) ℂ) (x : EuclideanSpace ℂ (Fin 4)),
      toEuclideanLin M x = WithLp.toLp 2 (M *ᵥ x.ofLp) := fun _ _ => rfl
  -- the matrix of the pair creator
  have hT : twoSiteEtaᴴ = !![0, 0, 0, 0; 1, 0, 0, 0; -1, 0, 0, 0; 0, -1, 1, 0] := by
    ext i j
    fin_cases i <;> fin_cases j <;> simp [twoSiteEta, Matrix.conjTranspose_apply]
  refine ⟨⟨?_, ?_⟩, ⟨?_, ?_⟩, by simp⟩
  · rw [← Matrix.toEuclideanLin_conjTranspose_eq_adjoint, hT]
    refine LinearMap.ext fun x => ?_
    simp only [LinearMap.sub_apply, Module.End.mul_apply, LinearMap.smul_apply,
      Module.End.one_apply, key]
    ext i
    fin_cases i <;> simp [-Matrix.mulVec_mulVec, twoSiteEta, twoSiteNumber,
      dotProduct, Fin.sum_univ_four] <;> ring
  · rw [← Matrix.toEuclideanLin_conjTranspose_eq_adjoint, hT]
    refine LinearMap.ext fun x => ?_
    simp only [LinearMap.sub_apply, Module.End.mul_apply, LinearMap.smul_apply, key]
    ext i
    fin_cases i <;> simp [-Matrix.mulVec_mulVec, twoSiteNumber,
      dotProduct, Fin.sum_univ_four] <;> ring
  · rw [key]
    ext i
    fin_cases i <;> simp [twoSiteEta, Matrix.mulVec, dotProduct]
  · rw [key]
    ext i
    fin_cases i <;> simp [twoSiteNumber, Matrix.mulVec, dotProduct]

end

end EtaPairingTower
```

```lean
#print axioms EtaPairingTower.eta_pairing_norm
-- 'EtaPairingTower.eta_pairing_norm' depends on axioms: [propext, Classical.choice, Quot.sound]
#print axioms EtaPairingTower.parameter_is_natural
-- 'EtaPairingTower.parameter_is_natural' depends on axioms: [propext, Classical.choice, Quot.sound]
#print axioms EtaPairingTower.etaState_orthogonal
-- 'EtaPairingTower.etaState_orthogonal' depends on axioms: [propext, Classical.choice, Quot.sound]
#print axioms EtaPairingTower.pair_correlation
-- 'EtaPairingTower.pair_correlation' depends on axioms: [propext, Classical.choice, Quot.sound]
```

## Two commutators and a reference state

Write $\eta$ for the operator that removes a pair, $\eta^\dagger$ for its adjoint, which creates one, and $N$ for the operator that counts electrons. The structure `EtaAlgebra η N L` assumes

$$[\eta,\eta^\dagger]=L-N,\qquad [N,\eta^\dagger]=2\eta^\dagger ,$$

with $L$ a real number. The reference state $v$ satisfies `PairVacuum η N v`, which means $\eta v=0$ and $Nv=0$. From it come the states

$$\psi_k=(\eta^\dagger)^k v ,$$

called `etaState η v k` in the code. They are not normalised.

The main theorem, `eta_pairing_norm`, takes $L$ to be a natural number and $\|v\|=1$. It states that

$$\|\psi_k\|^2=\frac{k!\,L!}{(L-k)!}\quad(k\le L),\qquad \psi_{L+1}=0 .$$

The normalised $k$-pair state is therefore $\sqrt{(L-k)!/(k!\,L!)}\;\psi_k$ for $k\le L$.

Three further theorems use the same two structures with real $L$:

- `parameter_is_natural`: if $v\neq0$, then $L$ must be a natural number.
- `etaState_orthogonal`: $\langle\psi_j,\psi_k\rangle=0$ whenever $j\ne k$.
- `pair_correlation`: $\eta^\dagger\eta\,\psi_k=k(L-k+1)\,\psi_k$.

The space `E` is a complex inner-product space of finite dimension, and operators are elements of `Module.End ℂ E`, the linear maps from `E` to itself. `LinearMap.adjoint η` is the Hermitian adjoint. The inner product is linear in its second argument, as in Dirac notation.

## The lattice behind the algebra

For a lattice of $L$ sites, let $c_{j\sigma}$ remove an electron of spin $\sigma$ from site $j$, let $n_{j\sigma}=c^\dagger_{j\sigma}c_{j\sigma}$, and choose signs $\varepsilon_j=\pm1$. The pair creator is

$$\eta^\dagger=\sum_j\varepsilon_j\,c^\dagger_{j\uparrow}c^\dagger_{j\downarrow}.$$

The step from the Lean model to this lattice is to check the two commutators for these fermion operators. Terms from different sites commute, and a single site contributes

$$(1-n_{j\uparrow})(1-n_{j\downarrow})-n_{j\uparrow}n_{j\downarrow}=1-n_{j\uparrow}-n_{j\downarrow}$$

to $[\eta,\eta^\dagger]$. The sum over sites is $L-N$, so the constant $L$ stands for the number of sites. The second commutator says that each pair adds two electrons. Note that $N$ counts electrons and not pairs.

The condition $Nv=0$ selects the empty lattice. A reference state that contains unpaired electrons has $Nv\neq0$ and does not satisfy `PairVacuum`.

The code contains an explicit instance with two sites, each empty or doubly occupied, and signs $+1$ and $-1$. The matrices `twoSiteEta` and `twoSiteNumber` act on the four resulting basis states, and `twoSite_witness` confirms both commutators with $L=2$ and the conditions on the empty state. There $\|\psi_1\|^2=2$ and $\|\psi_2\|^2=4$, as the formula gives.

For a finite Hubbard cluster, the formula supplies the normalisation of η-pairing states built on the empty lattice, for instance when they are compared with eigenvectors from exact diagonalisation. No Hamiltonian enters the theorems, so they leave open whether these states are energy eigenstates, the property for which η pairing is known; that depends on the Hamiltonian and on the choice of signs.

## From the commutators to the factorials

**Electron number.** The state $\psi_k$ contains $2k$ electrons. This holds for $k=0$ because $Nv=0$. If it holds for $k$, then

$$N\psi_{k+1}=N\eta^\dagger\psi_k=\eta^\dagger N\psi_k+2\eta^\dagger\psi_k=(2k+2)\,\psi_{k+1}.$$

This is `number_etaState`. In the proof, `LinearMap.congr_fun` applies the operator identity to the vector $\psi_k$, and `linear_combination (norm := module)` collects the coefficients.

**Removing a pair.** The central relation, `lower_etaState`, is

$$\eta\,\psi_{k+1}=(k+1)(L-k)\,\psi_k .$$

For $k=0$ it follows from $\eta\eta^\dagger v=\eta^\dagger\eta v+(L-N)v=Lv$. Suppose that it holds for $k$. Commuting $\eta$ past the outermost $\eta^\dagger$ gives

$$\begin{aligned}
\eta\,\psi_{k+2}&=\eta^\dagger\eta\,\psi_{k+1}+(L-N)\psi_{k+1}\\
&=\bigl[(k+1)(L-k)+L-2(k+1)\bigr]\psi_{k+1}\\
&=(k+2)(L-k-1)\,\psi_{k+1},
\end{aligned}$$

which is the relation for $k+1$. The Lean induction makes the same moves: `ih` replaces $\eta\psi_{k+1}$, `number_etaState` replaces $N\psi_{k+1}$, and the last tactic checks the arithmetic of the bracket.

**Norm recursion.** Moving one $\eta^\dagger$ across the inner product gives

$$\|\psi_{k+1}\|^2=\langle\eta^\dagger\psi_k,\psi_{k+1}\rangle=\langle\psi_k,\eta\,\psi_{k+1}\rangle=(k+1)(L-k)\,\|\psi_k\|^2 .$$

In `norm_sq_etaState_succ` the move is `LinearMap.adjoint_inner_left`. The auxiliary statement `hK` identifies $\langle x,x\rangle$ with $\|x\|^2$, and `exact_mod_cast` turns the complex equation into a real one.

**Closed form.** For natural $L$ and $\|v\|=1$, the formula holds at $k=0$, where both sides equal 1. For the step from $k$ to $k+1\le L$, put $m=L-k-1$. Then $L-k=m+1$, and

$$\|\psi_{k+1}\|^2=(k+1)(m+1)\,\frac{k!\,L!}{(m+1)!}=\frac{(k+1)!\,L!}{m!}.$$

The proof of `eta_pairing_norm` introduces the same $m$, which replaces subtraction of natural numbers by addition, and `field_simp` cancels the common factors.

**Termination.** At $k=L$ the factor $L-k$ in the recursion is zero. Hence $\|\psi_{L+1}\|^2=0$, and so $\psi_{L+1}=0$. On the lattice this is the statement that $L$ sites have no room for another pair.

## Integrality, orthogonality and pair correlations

**Why $L$ is a natural number.** Suppose that $L$ is real but not natural, and that $v\ne0$. Then $(k+1)(L-k)$ is never zero, so by the recursion no $\psi_k$ vanishes and every squared norm is positive. For a natural number $k>L$, however, the factor is negative, and the recursion makes $\|\psi_{k+1}\|^2$ negative. This contradiction proves `parameter_is_natural`; the positivity is the inner induction `pos`. The vacuum has to be nonzero: with $\eta=0$, $N=L$ and $v=0$, all the other assumptions hold for any real $L$.

**Orthogonality.** The proof lowers both states together until one of them is the vacuum. For natural numbers $j$ and $m$,

$$\begin{aligned}
\langle\psi_{j+1},\psi_{j+m+2}\rangle&=\langle\psi_j,\eta\,\psi_{j+m+2}\rangle\\
&=(j+m+2)(L-j-m-1)\,\langle\psi_j,\psi_{j+m+1}\rangle .
\end{aligned}$$

Repeating this leads to $\langle v,\psi_{m+1}\rangle=\langle\eta v,\psi_m\rangle=0$. The statement `key` is this induction on $j$, and conjugate symmetry of the inner product handles the opposite order of the two states.

**Pair correlations.** For $k=0$, $\eta^\dagger\eta v=0$. Otherwise, applying $\eta^\dagger$ to the lowering relation gives

$$\eta^\dagger\eta\,\psi_{k+1}=(k+1)(L-k)\,\psi_{k+1},$$

which is `pair_correlation` with $k+1$ in place of $k$. The Lean proof makes the same case distinction and needs no induction of its own.

On the lattice, $\eta^\dagger\eta$ is the sum of the operators that move a pair from one site to another, weighted by the signs, together with the terms where both sites coincide. In the normalised $k$-pair state with $k\le L$, its expectation value is $k(L-k+1)$. At a fixed fraction $k/L$ strictly between 0 and 1 this grows as $L^2$, which is the mark of off-diagonal long-range order in these particular states.
